# Omitting 3h2p from a three-level ionization ladder: a fourth-order error for the main line, second-order for the satellite

Let configurations with one hole (1h), two holes and one particle (2h1p), and three holes and two particles (3h2p) have energies \(0<p<q\), with couplings \(zb\) between the first two and \(zc\) between the last two: as \(z\to0\), the full energy minus the energy without 3h2p, divided by \(z^4\), tends to \(-b^2c^2/(p^2q)\) for the state that starts from 1h (the main line), and divided by \(z^2\) it tends to \(-c^2/(q-p)\) for the state that starts from 2h1p (the satellite). Both limits are cases of a theorem for ladders of any finite length, which assumes that the full and truncated states go over into the same bare configuration and that no higher level is degenerate with it.

```lean
import Mathlib

open Filter Topology

namespace IonizationLadder

noncomputable section

/-- The Hamiltonian of a ladder of ionized configurations with energies `e j`, in which
level `j` couples to level `j + 1` with strength `z * c j`, acting on amplitudes `v`. -/
def ladderH (e c : ℕ → ℝ) (z : ℝ) (v : ℕ → ℝ) : ℕ → ℝ
  | 0 => e 0 * v 0 + z * c 0 * v 1
  | j + 1 => z * c j * v j + e (j + 1) * v (j + 1) + z * c (j + 1) * v (j + 1 + 1)

/-- The amplitudes `v` live on the lowest `n` levels and solve the Schrödinger equation
projected on these levels, with energy `E`. -/
def SolvesTruncated (e c : ℕ → ℝ) (z : ℝ) (n : ℕ) (E : ℝ) (v : ℕ → ℝ) : Prop :=
  (∀ j, n ≤ j → v j = 0) ∧ ∀ j, j < n → ladderH e c z v j = E * v j

/-- A family of solutions on the lowest `n` levels that goes over into the bare
configuration `k` as the coupling strength `z` tends to zero. -/
structure IsBranch (e c : ℕ → ℝ) (n k : ℕ) (E : ℝ → ℝ) (v : ℝ → ℕ → ℝ) : Prop where
  state : ∀ᶠ z in 𝓝[≠] (0 : ℝ), SolvesTruncated e c z n (E z) (v z)
  energy : Tendsto E (𝓝[≠] 0) (𝓝 (e k))
  vector : ∀ j, Tendsto (fun z => v z j) (𝓝[≠] 0) (𝓝 (if j = k then 1 else 0))

/-- The product of couplings over energy denominators for climbing `d` levels from level `k`,
defined when the levels climbed to differ in energy from level `k`. -/
def amp (e c : ℕ → ℝ) (k d : ℕ) : ℝ :=
  ∏ i ∈ Finset.range d, c (k + i) / (e k - e (k + i + 1))

variable {e c : ℕ → ℝ} {E E' : ℝ → ℝ} {v w : ℝ → ℕ → ℝ}

/-- The coupling strength tends to zero through nonzero values. -/
lemma tendsto_coupling : Tendsto (fun z : ℝ => z) (𝓝[≠] 0) (𝓝 0) :=
  tendsto_id.mono_left nhdsWithin_le_nhds

/-- Summed over the levels up to `m`, the Hamiltonian is symmetric up to a term from the
coupling between levels `m` and `m + 1`. -/
theorem boundary_identity (e c : ℕ → ℝ) (z : ℝ) (v w : ℕ → ℝ) (m : ℕ) :
    ∑ j ∈ Finset.range (m + 1), (w j * ladderH e c z v j - v j * ladderH e c z w j)
      = z * c m * (w m * v (m + 1) - v m * w (m + 1)) := by
  induction m with
  | zero =>
    simp only [zero_add, Finset.sum_range_one, ladderH]
    ring
  | succ m ih =>
    rw [Finset.sum_range_succ, ih]
    simp only [ladderH]
    ring

/-- The energy change on adding level `m + 1`, times the overlap of the two states, equals the
new coupling times the amplitudes on its two sides. -/
theorem energy_difference {z E E' : ℝ} {v w : ℕ → ℝ} {m : ℕ}
    (hv : SolvesTruncated e c z (m + 2) E v) (hw : SolvesTruncated e c z (m + 1) E' w) :
    (E - E') * ∑ j ∈ Finset.range (m + 1), w j * v j = z * c m * w m * v (m + 1) := by
  have h := boundary_identity e c z v w m
  rw [hw.1 (m + 1) le_rfl] at h
  have hs : ∑ j ∈ Finset.range (m + 1), (w j * ladderH e c z v j - v j * ladderH e c z w j)
      = ∑ j ∈ Finset.range (m + 1), (E - E') * (w j * v j) := by
    refine Finset.sum_congr rfl fun j hj => ?_
    have hj' := Finset.mem_range.mp hj
    rw [hv.2 j (by omega), hw.2 j hj']
    ring
  rw [Finset.mul_sum, ← hs, h]
  ring

/-- If no level above `k` up to the top level `N` is degenerate with `k`, then in a branch from
level `k`, for small nonzero `z`, each amplitude above `k` is `z` times the one below it times a
factor tending to coupling over energy denominator. -/
theorem amplitude_ratio {N k : ℕ} (hb : IsBranch e c (N + 1) k E v)
    (gap : ∀ i, k < i → i ≤ N → e i ≠ e k) (s : ℕ) :
    ∀ j, k ≤ j → j + 1 + s = N → ∃ r : ℝ → ℝ,
      Tendsto r (𝓝[≠] 0) (𝓝 (c j / (e k - e (j + 1)))) ∧
      ∀ᶠ z in 𝓝[≠] (0 : ℝ), v z (j + 1) = z * r z * v z j := by
  induction s using Nat.strong_induction_on with
  | _ s ih =>
    intro j hj hN
    -- the level above is absent or already eliminated
    have key : ∃ (g : ℝ → ℝ) (a : ℝ), Tendsto g (𝓝[≠] 0) (𝓝 a) ∧
        ∀ᶠ z in 𝓝[≠] (0 : ℝ), v z (j + 1 + 1) = z * g z * v z (j + 1) := by
      cases s with
      | zero =>
        exact ⟨fun _ => 0, 0, tendsto_const_nhds, hb.state.mono fun z hz =>
          (hz.1 (j + 1 + 1) (by omega)).trans (by simp)⟩
      | succ s =>
        obtain ⟨r, hr⟩ := ih s (by omega) (j + 1) (by omega) (by omega)
        exact ⟨r, _, hr⟩
    obtain ⟨g, a, hg, hgv⟩ := key
    have hne : e k - e (j + 1) ≠ 0 := sub_ne_zero.mpr (gap (j + 1) (by omega) (by omega)).symm
    have hD : Tendsto (fun z => E z - e (j + 1) - z ^ 2 * c (j + 1) * g z) (𝓝[≠] 0)
        (𝓝 (e k - e (j + 1))) := by
      have h := (hb.energy.sub_const (e (j + 1))).sub
        (((tendsto_coupling.pow 2).mul_const (c (j + 1))).mul hg)
      simpa using h
    refine ⟨_, tendsto_const_nhds.div hD hne, ?_⟩
    filter_upwards [hb.state, hgv, hD.eventually_ne hne] with z hz hg' hD0
    have h := hz.2 (j + 1) (by omega)
    simp only [ladderH] at h
    rw [hg'] at h
    show _ = z * (c j / (E z - e (j + 1) - z ^ 2 * c (j + 1) * g z)) * v z j
    rw [mul_div_assoc', div_mul_eq_mul_div, eq_div_iff hD0]
    linear_combination -h

/-- If no level above `k` up to the top level `N` is degenerate with `k`, then in a branch from
level `k` the amplitude `d` levels above `k`, with `k + d ≤ N`, divided by `z ^ d`, tends to
`amp e c k d`. -/
theorem amplitude_limit {N k : ℕ} (hb : IsBranch e c (N + 1) k E v)
    (gap : ∀ i, k < i → i ≤ N → e i ≠ e k) (d : ℕ) (hd : k + d ≤ N) :
    Tendsto (fun z => v z (k + d) / z ^ d) (𝓝[≠] 0) (𝓝 (amp e c k d)) := by
  induction d with
  | zero => simpa [amp] using hb.vector k
  | succ d ih =>
    obtain ⟨r, hr, hrv⟩ := amplitude_ratio hb gap (N - (k + d + 1)) (k + d)
      (by omega) (by omega)
    have ht := (ih (by omega)).mul hr
    rw [amp, Finset.prod_range_succ]
    refine ht.congr' ?_
    filter_upwards [hrv, self_mem_nhdsWithin] with z h1 hz0
    have hz : z ≠ 0 := hz0
    show _ = v z (k + d + 1) / z ^ (d + 1)
    rw [h1, pow_succ]
    field_simp

/-- If the full and the truncated state both go over into the bare configuration `k`, omitting level
`k + d + 1` from the top of the ladder changes the energy by the stated coefficient times
`z ^ (2 * d + 2)` to leading order, if no higher level is degenerate with `k`. -/
theorem truncation_error {k d : ℕ}
    (hv : IsBranch e c (k + d + 2) k E v) (hw : IsBranch e c (k + d + 1) k E' w)
    (gap : ∀ i, k < i → i ≤ k + d + 1 → e i ≠ e k) :
    Tendsto (fun z => (E z - E' z) / z ^ (2 * d + 2)) (𝓝[≠] 0)
      (𝓝 (amp e c k d ^ 2 * c (k + d) ^ 2 / (e k - e (k + d + 1)))) := by
  -- the overlap of the full and the truncated state tends to one
  have hS : Tendsto (fun z => ∑ j ∈ Finset.range (k + d + 1), w z j * v z j)
      (𝓝[≠] 0) (𝓝 1) := by
    have h := tendsto_finsetSum (Finset.range (k + d + 1))
      (fun j _ => (hw.vector j).mul (hv.vector j))
    rw [Finset.sum_eq_single k (fun j _ hj => by simp [hj])
      (fun hk => absurd (Finset.mem_range.mpr (by omega)) hk)] at h
    simpa using h
  have h1 := amplitude_limit hw (fun i hi hi' => gap i hi (by omega)) d le_rfl
  have h2 : Tendsto (fun z => v z (k + d + 1) / z ^ (d + 1)) (𝓝[≠] 0)
      (𝓝 (amp e c k (d + 1))) := amplitude_limit hv gap (d + 1) le_rfl
  have ht := ((h1.mul h2).const_mul (c (k + d))).div hS one_ne_zero
  have hlim : amp e c k d ^ 2 * c (k + d) ^ 2 / (e k - e (k + d + 1))
      = c (k + d) * (amp e c k d * amp e c k (d + 1)) / 1 := by
    rw [show amp e c k (d + 1) = amp e c k d * (c (k + d) / (e k - e (k + d + 1))) from
      Finset.prod_range_succ _ _]
    ring
  rw [hlim]
  refine ht.congr' ?_
  filter_upwards [hv.state, hw.state, self_mem_nhdsWithin, hS.eventually_ne one_ne_zero]
    with z hz1 hz2 hz0 hS0
  have hz : z ≠ 0 := hz0
  have hE := (eq_div_iff hS0).mpr (energy_difference hz1 hz2)
  simp only [Pi.div_apply]
  rw [hE, show z ^ (2 * d + 2) = z ^ d * z ^ (d + 1) * z by ring]
  field_simp

/-- In a three-level ladder whose upper two levels are not degenerate, omitting the top level
changes the energy at order `z ^ 2`, with the stated coefficient, if the full and the truncated
state both go over into the bare middle configuration. -/
theorem satellite_error (hv : IsBranch e c 3 1 E v) (hw : IsBranch e c 2 1 E' w)
    (gap : e 2 ≠ e 1) :
    Tendsto (fun z => (E z - E' z) / z ^ 2) (𝓝[≠] 0) (𝓝 (-c 1 ^ 2 / (e 2 - e 1))) := by
  have h := truncation_error (k := 1) (d := 0) hv hw (fun i hi hi' => by
    obtain rfl : i = 2 := by omega
    exact gap)
  have hl : -c 1 ^ 2 / (e 2 - e 1)
      = amp e c 1 0 ^ 2 * c (1 + 0) ^ 2 / (e 1 - e (1 + 0 + 1)) := by
    simp only [amp, Finset.range_zero, Finset.prod_empty]
    show -c 1 ^ 2 / (e 2 - e 1) = 1 ^ 2 * c 1 ^ 2 / (e 1 - e 2)
    rw [← neg_sub (e 2) (e 1), div_neg]
    ring
  rw [hl]
  exact h

/-- The ladder with energies `j` and unit couplings has explicit branches from level 0, with
two levels and with one. -/
theorem isBranch_witness :
    IsBranch (fun j => (j : ℝ)) (fun _ => 1) 2 0 (fun z => (1 - √(1 + 4 * z ^ 2)) / 2)
      (fun z j => match j with | 0 => 1 | 1 => -(2 * z / (1 + √(1 + 4 * z ^ 2))) | _ => 0) ∧
    IsBranch (fun j => (j : ℝ)) (fun _ => 1) 1 0 (fun _ => 0)
      (fun _ j => if j = 0 then 1 else 0) := by
  have hs : Tendsto (fun z : ℝ => √(1 + 4 * z ^ 2)) (𝓝[≠] 0) (𝓝 1) := by
    have hc : Continuous (fun z : ℝ => √(1 + 4 * z ^ 2)) := by fun_prop
    have h := (hc.tendsto 0).mono_left (nhdsWithin_le_nhds (s := {0}ᶜ))
    simpa using h
  refine ⟨⟨Eventually.of_forall fun z => ⟨fun j hj => ?_, fun j hj => ?_⟩, ?_, fun j => ?_⟩,
    ⟨Eventually.of_forall fun z => ⟨fun j hj => if_neg (by omega), fun j hj => ?_⟩, ?_,
      fun _ => tendsto_const_nhds⟩⟩
  · obtain ⟨i, rfl⟩ := Nat.exists_eq_add_of_le' hj
    rfl
  · have h0 : 1 + √(1 + 4 * z ^ 2) ≠ 0 := by positivity
    have h2 : √(1 + 4 * z ^ 2) ^ 2 = 1 + 4 * z ^ 2 := Real.sq_sqrt (by positivity)
    rcases j with _ | _ | j
    · show ((0 : ℕ) : ℝ) * 1 + z * 1 * (-(2 * z / (1 + √(1 + 4 * z ^ 2))))
        = (1 - √(1 + 4 * z ^ 2)) / 2 * 1
      generalize √(1 + 4 * z ^ 2) = s at h0 h2 ⊢
      have h3 : 2 * z / (1 + s) * z = (s - 1) / 2 := by
        rw [div_mul_eq_mul_div, div_eq_div_iff h0 two_ne_zero]
        linear_combination -h2
      push_cast
      linear_combination -h3
    · show z * 1 * 1 + ((0 + 1 : ℕ) : ℝ) * (-(2 * z / (1 + √(1 + 4 * z ^ 2)))) + z * 1 * 0
        = (1 - √(1 + 4 * z ^ 2)) / 2 * (-(2 * z / (1 + √(1 + 4 * z ^ 2))))
      generalize √(1 + 4 * z ^ 2) = s at h0 h2 ⊢
      have h3 : (1 + s) / 2 * (2 * z / (1 + s)) = z := by field_simp
      push_cast
      linear_combination -h3
    · omega
  · have h := (hs.const_sub 1).div_const 2
    rw [sub_self, zero_div] at h
    show Tendsto _ _ (𝓝 ((0 : ℕ) : ℝ))
    rw [Nat.cast_zero]
    exact h
  · rcases j with _ | _ | j
    · rw [if_pos rfl]
      exact tendsto_const_nhds
    · rw [if_neg (by omega)]
      have h := ((tendsto_coupling.const_mul 2).div (hs.const_add 1) (by norm_num)).neg
      rw [mul_zero, zero_div, neg_zero] at h
      exact h
    · rw [if_neg (by omega)]
      exact tendsto_const_nhds
  · obtain rfl : j = 0 := by omega
    simp [ladderH]
  · simp

end

end IonizationLadder
```

```lean
#print axioms IonizationLadder.satellite_error
```

```
'IonizationLadder.satellite_error' depends on axioms: [propext, Classical.choice, Quot.sound]
```

## Energies with and without the top level

Number the levels \(j=0,1,2,\dots\), with energies \(e_j\) and couplings \(zc_j\) between levels \(j\) and \(j+1\). `ladderH` applies this Hamiltonian to real amplitudes \(v_j\):

\[
(Hv)_j=zc_{j-1}v_{j-1}+e_jv_j+zc_jv_{j+1},
\]

without the first term when \(j=0\). `SolvesTruncated` with \(n\) levels says that \(v_j=0\) for \(j\ge n\) and that \((Hv)_j=Ev_j\) for \(j<n\). This is the eigenvalue equation of the upper-left \(n\times n\) block.

The theorem `truncation_error` follows the state that starts from level \(k\). The full calculation, with energy \(E\) and amplitudes \(v\), has top level \(k+d+1\). The truncated one, with energy \(E'\) and amplitudes \(w\), stops at \(k+d\). If no level above \(k\) in the full ladder is degenerate with \(k\), then

\[
\frac{E-E'}{z^{2d+2}}\longrightarrow
\frac{A_d^2\,c_{k+d}^2}{e_k-e_{k+d+1}},\qquad
A_d=\prod_{i=0}^{d-1}\frac{c_{k+i}}{e_k-e_{k+i+1}}.
\]

Here \(A_d\) is `amp e c k d`, and the empty product gives \(A_0=1\). The limit is for the full energy minus the truncated one. The change on omitting the top level is \(E'-E\), so its coefficient is minus this one, a sign that the docstring of `truncation_error` does not spell out.

For the three-level matrix, set \(e_0=0\), \(e_1=p\), \(e_2=q\), \(c_0=b\) and \(c_1=c\). The main line has \(k=0\), \(d=1\) and \(A_1=-b/p\), so the limit is \(-b^2c^2/(p^2q)\). The satellite has \(k=1\) and \(d=0\), which gives \(c^2/(p-q)=-c^2/(q-p)\). The file states this second case separately as `satellite_error`; the first is obtained by inserting the values into `truncation_error`.

## Main lines, satellites and the branch condition

In this symmetric model with one configuration per level, leaving out 3h2p, as an EOM-IP calculation restricted to 1h and 2h1p does, affects the satellite at a lower order in the coupling than the main line when \(b\) and \(c\) are nonzero. The main line reaches 3h2p only through 2h1p, whereas the satellite couples to it directly. The ladder leaves out the direct 1h–3h2p coupling that a two-electron interaction in general provides, so the fourth order found for the main line need not carry over to an actual EOM-IP calculation. It also replaces the generally non-symmetric similarity-transformed Hamiltonian of coupled-cluster theory by a real symmetric matrix.

`IsBranch` expresses what it means for a state to start from level \(k\). For all sufficiently small nonzero \(z\) the amplitudes solve the truncated equation; as \(z\to0\), the energy tends to \(e_k\), the amplitude on level \(k\) tends to 1 and every other amplitude tends to 0. The notation `𝓝[≠] 0` lets \(z\) approach zero from either side without being zero. With \(0<p<q\), the branches from levels 0 and 1 are the lowest and second-lowest states for small \(z\).

The theorems take these branches as given. For \(0<p<q\) they exist, by perturbation theory for a nondegenerate level; the file does not prove this. The theorem `isBranch_witness` supplies an example with \(e_j=j\) and \(c_j=1\), starting from level 0, with two levels in the full ladder and one in the truncated one. The two-level energy is \((1-\sqrt{1+4z^2})/2\), with unnormalised amplitudes \((1,-t)\), where \(t=2z/(1+\sqrt{1+4z^2})\). The normalised state is \((1,-t)/\sqrt{1+t^2}\).

## An exact energy difference and the decay of amplitudes

Write \(m=k+d\) for the highest level that is kept. Multiply row \(j\) of the full equation by \(w_j\), row \(j\) of the truncated equation by \(v_j\), subtract, and sum over \(j=0,\dots,m\). The diagonal terms cancel. For \(j<m\), the coupling between \(j\) and \(j+1\) appears in two rows with opposite signs and cancels too. Only the coupling across the cut is left:

\[
\sum_{j=0}^{m}\bigl(w_j(Hv)_j-v_j(Hw)_j\bigr)
=zc_m(w_mv_{m+1}-v_mw_{m+1}).
\]

This is `boundary_identity`, proved by induction on \(m\), with `ring` doing the cancellation. Since \(w_{m+1}=0\), inserting the two eigenvalue equations gives `energy_difference`:

\[
(E-E')S=zc_mw_mv_{m+1},\qquad S=\sum_{j=0}^{m}w_jv_j.
\]

It remains to find how fast the two amplitudes on the right vanish. Let \(N\) be the top level of either calculation, and eliminate levels from the top down. Suppose that \(v_{j+2}=zg\,v_{j+1}\), where \(g\) has a finite limit; at the top, \(v_{N+1}=0\) allows \(g=0\). Row \(j+1\) then reads

\[
zc_jv_j+e_{j+1}v_{j+1}+z^2c_{j+1}g\,v_{j+1}=Ev_{j+1},
\]

and therefore

\[
v_{j+1}=z\,\frac{c_j}{E-e_{j+1}-z^2c_{j+1}g}\,v_j .
\]

For \(j\ge k\) the denominator tends to \(e_k-e_{j+1}\), which is nonzero by the gap hypothesis, so the division is allowed for small \(z\). In `amplitude_ratio` the induction runs over `s`, the number of levels above \(j+1\). The step `key` provides \(g\), `hD` gives the limit of the denominator, and `linear_combination -h` solves the row equation.

Multiplying these ratios from level \(k\) upwards, and using \(v_k\to1\), gives \(v_{k+r}/z^r\to A_r\) for every level \(k+r\le N\). This is `amplitude_limit`, proved by induction on the number of levels climbed. It applies to \(w\) as well, so \(w_m/z^d\to A_d\) and \(v_{m+1}/z^{d+1}\to A_{d+1}\).

In the overlap \(S\), only the term \(j=k\) survives as \(z\to0\), and it tends to 1; this is `hS` in `truncation_error`. Dividing the exact energy difference by \(S\) and by \(z^{2d+2}\) gives

\[
\frac{E-E'}{z^{2d+2}}
=\frac{c_m}{S}\,\frac{w_m}{z^d}\,\frac{v_{m+1}}{z^{d+1}}
\longrightarrow c_mA_dA_{d+1}
=\frac{A_d^2c_m^2}{e_k-e_{m+1}} .
\]

The last equality uses \(A_{d+1}=A_dc_m/(e_k-e_{m+1})\). In Lean, `ht` combines the limits, and `filter_upwards` restricts to small nonzero \(z\) with \(S\ne0\), where the exact identity can be divided. `satellite_error` then sets \(k=1\), \(d=0\) and rearranges the sign.
